# A real four-index array with eightfold symmetry and one further index-permutation symmetry has all 24

## Can an integral array have just a little more than eightfold symmetry?

I treat the two-electron integrals as a bare array \(g(p,q,r,s)\) of real numbers, and by a symmetry I mean a permutation of the four index positions that leaves the array unchanged for every choice of orbitals. Over real orbitals, \((pq|rs)\) has eight such symmetries: exchange \(p\) with \(q\), exchange \(r\) with \(s\), exchange the two pairs, and combine these.

Suppose that an array has these eight and also one more, any one of the remaining 16 permutations. I believe that it must then be invariant under all 24, so that an array with these eight symmetries can't have exactly twelve, for example. Can this be made rigorous, without going through the 16 cases one at a time, and checked by machine?

## Eight permutations that preserve a pairing

Yes. The choice that makes the argument short is to describe the eight permutations by what they preserve, rather than by a list. Number the index positions 0, 1, 2, 3, so that \(p,q,r,s\) stand at positions 0 to 3. The eight permutations are those that respect the division of the positions into the pairs \(\{0,1\}\) and \(\{2,3\}\), one pair for each electron.

This property can be written as an equation. Let \(\pi=(0\,1)(2\,3)\) be the exchange inside both pairs at once. For any permutation \(\sigma\) of the positions,

\[
\sigma\pi\sigma^{-1}=(\sigma(0)\;\sigma(1))\,(\sigma(2)\;\sigma(3)).
\]

The right-hand side equals \(\pi\) exactly when \(\sigma\) carries the two pairs to the two pairs, possibly in the other order. So \(\sigma\) respects the pairing if and only if \(\sigma\pi=\pi\sigma\). The permutations that commute with a fixed one form a group; call this one \(E\).

To count \(E\), decide whether \(\sigma\) exchanges the pairs (two options), and then in which order each pair is mapped (two options for each). This gives \(2\cdot2\cdot2=8\) elements. They are also products of the three basic exchanges. If \(\sigma\) keeps each pair in place, it is \((0\,1)^i(2\,3)^j\) with \(i,j\in\{0,1\}\). If it exchanges the pairs, then \(\sigma\,(0\,2)(1\,3)\) keeps each pair in place, and since \((0\,2)(1\,3)\) is its own inverse, \(\sigma=(0\,1)^i(2\,3)^j\,(0\,2)(1\,3)\). In both cases

\[
\sigma=(0\,1)^i\,(2\,3)^j\,\bigl((0\,2)(1\,3)\bigr)^k,\qquad i,j,k\in\{0,1\}.
\]

## Lagrange's theorem leaves only 8 and 24

Collect the four orbital labels in a function \(x\), with \(x_0\) to \(x_3\) at positions 0 to 3. A permutation \(\sigma\) is a symmetry of \(g\) if

\[
g(x_{\sigma(0)},x_{\sigma(1)},x_{\sigma(2)},x_{\sigma(3)})=g(x_0,x_1,x_2,x_3)\quad\text{for all }x.
\]

Write this as \(g(x\circ\sigma)=g(x)\). The symmetries form a group \(S(g)\):

- The identity is a symmetry.
- If \(\sigma\) and \(\tau\) are symmetries, then \(g(x\circ\sigma\circ\tau)=g(x\circ\sigma)=g(x)\), so \(\sigma\tau\) is one.
- Putting \(x\circ\sigma^{-1}\) in place of \(x\) in the condition for \(\sigma\) gives \(g(x)=g(x\circ\sigma^{-1})\), so \(\sigma^{-1}\) is one.

The three exchange relations say that \((0\,1)\), \((2\,3)\) and \((0\,2)(1\,3)\) lie in \(S(g)\). Since every element of \(E\) is a product of these, the relations hold exactly when \(E\subseteq S(g)\).

Now let \(H\) be any group of position permutations that contains \(E\). By Lagrange's theorem, 8 divides \(|H|\) and \(|H|\) divides 24. Hence \(|H|=8k\), where \(k\) is now a positive integer that divides 3, so \(k=1\) or \(k=3\). In the first case \(H=E\); in the second \(H\) contains all 24 permutations.

Apply this to \(H=S(g)\). If \(g\) has a symmetry outside \(E\), then \(S(g)\neq E\), and so \(S(g)\) is the full group. It makes no difference whether the extra symmetry is a transposition, a three-cycle or a four-cycle.

## An array that stops at eight

The extra invariance is a real assumption as soon as there are two different orbitals \(a\neq b\). Take \(g(p,q,r,s)=\delta_{pq}\delta_{rs}\). It has the three exchange relations, because each delta is symmetric and the two factors commute. Full symmetry would include the exchange of the two middle positions, and would therefore require

\[
1=g(a,a,b,b)=g(a,b,a,b)=0.
\]

So its symmetry group is exactly \(E\). With a single orbital the array has only one entry, and every permutation is trivially a symmetry.

In the other direction, the array \((p+1)(q+1)(r+1)(s+1)\) with \(p,q,r,s\in\{0,1\}\) has eightfold symmetry and is also invariant under the exchange of its middle indices. It is a nonzero example to which the maximality statement applies.

## What the Lean statements say about integrals

The main theorem is `eightfold_maximal`. In words: let `g` be a real array with eightfold symmetry, and let `τ` be a permutation of the positions that is outside the eightfold group but leaves `g` unchanged. Then for every permutation `σ` and every assignment `x` of orbitals to positions, permuting the positions by `σ` doesn't change the entry.

The objects correspond to the physics as follows.

- `ι` is the set of orbital labels. It may be any type, so a finite basis is included but not required.
- `g : ι → ι → ι → ι → ℝ` is the integral array. Its arguments are in the order of \((pq|rs)\), with positions 0 and 1 belonging to one electron and positions 2 and 3 to the other. For integrals stored in the order \(\langle pr|qs\rangle\), the indices have to be rearranged first.
- `Perm (Fin 4)` is the group of permutations of the four positions. It moves positions, not orbital labels, so spatial symmetries that mix or relabel orbitals are a different matter.
- `IsEightfold g` consists of the three exchange relations.
- `eightfoldGroup` is \(E\), `pairSwap` is \(\pi\), and `symmetryGroup g` is \(S(g)\).

The relations in `IsEightfold` are assumed for `g`, not derived from an integral. Physically, the exchange inside a pair reflects that the product of two real orbitals at the same point doesn't depend on their order, and the exchange of the pairs reflects that the repulsion is symmetric in the two electrons. Complex orbitals, whose integrals generally lack the exchange inside a single pair, are not covered. Nor are relations that include a change of sign.

The extra invariance must hold exactly and for all index values. A coincidence between a few entries is not enough.

For two-electron integrals over real orbitals, the result means that code which assumes one index exchange beyond the eight has in effect assumed all 24, and has thereby set every Coulomb integral \((pp|qq)\) equal to the exchange integral \((pq|pq)\).

## The complete Lean file

```lean
import Mathlib

open Equiv

namespace EightfoldMaximality

noncomputable section

variable {ι : Type*}

/-- The permutation of the four index positions that exchanges the two positions
inside the first pair and the two positions inside the second pair. -/
def pairSwap : Perm (Fin 4) := swap 0 1 * swap 2 3

/-- The permutations of the four index positions that respect the pairing of
(pq,rs), expressed as commutation with the exchange inside both pairs. -/
def eightfoldGroup : Subgroup (Perm (Fin 4)) where
  carrier := {σ | σ * pairSwap = pairSwap * σ}
  one_mem' := by simp
  mul_mem' := by
    intro σ τ hσ hτ
    change σ * pairSwap = pairSwap * σ at hσ
    change τ * pairSwap = pairSwap * τ at hτ
    change σ * τ * pairSwap = pairSwap * (σ * τ)
    rw [mul_assoc, hτ, ← mul_assoc, hσ, mul_assoc]
  inv_mem' := by
    intro σ hσ
    change σ * pairSwap = pairSwap * σ at hσ
    change σ⁻¹ * pairSwap = pairSwap * σ⁻¹
    rw [inv_mul_eq_iff_eq_mul, ← mul_assoc, hσ, mul_assoc, mul_inv_cancel, mul_one]

/-- The group of all permutations of the four index positions that leave the
array `g` unchanged. -/
def symmetryGroup (g : ι → ι → ι → ι → ℝ) : Subgroup (Perm (Fin 4)) where
  carrier := {σ | ∀ x : Fin 4 → ι,
    g (x (σ 0)) (x (σ 1)) (x (σ 2)) (x (σ 3)) = g (x 0) (x 1) (x 2) (x 3)}
  one_mem' := fun _ => rfl
  mul_mem' := by
    intro σ τ hσ hτ x
    exact (hτ (x ∘ σ)).trans (hσ x)
  inv_mem' := by
    intro σ hσ x
    have h := hσ (x ∘ ⇑σ⁻¹)
    simpa [Function.comp_apply] using h.symm

/-- The permutation symmetry of two-electron integrals (pq,rs) over real orbitals:
exchange inside either pair, and exchange of the two pairs. -/
def IsEightfold (g : ι → ι → ι → ι → ℝ) : Prop :=
  (∀ p q r s, g p q r s = g q p r s) ∧
  (∀ p q r s, g p q r s = g p q s r) ∧
  (∀ p q r s, g p q r s = g r s p q)

/-- Exactly eight permutations of the index positions respect the pairing. -/
theorem card_eightfoldGroup : Nat.card eightfoldGroup = 8 := by
  change Nat.card {σ : Perm (Fin 4) // σ * pairSwap = pairSwap * σ} = 8
  rw [Nat.card_eq_fintype_card]
  decide +kernel

/-- Every permutation that respects the pairing is a product of the exchange in the
first pair, the exchange in the second pair and the exchange of the pairs, each used
at most once. -/
theorem eightfoldGroup_generated : ∀ σ : Perm (Fin 4), σ * pairSwap = pairSwap * σ →
    ∃ i j k : Fin 2, σ = swap 0 1 ^ (i : ℕ) * swap 2 3 ^ (j : ℕ) *
      (swap 0 2 * swap 1 3) ^ (k : ℕ) := by
  decide +kernel

/-- The three exchange relations of real orbital integrals hold exactly when the array
is invariant under every permutation that respects the pairing. -/
theorem isEightfold_iff (g : ι → ι → ι → ι → ℝ) :
    IsEightfold g ↔ eightfoldGroup ≤ symmetryGroup g := by
  constructor
  · rintro ⟨h1, h2, h3⟩ σ hσ
    -- the three basic exchanges are symmetries, hence so are their products
    have ha : swap 0 1 ∈ symmetryGroup g := fun x => h1 (x 1) (x 0) (x 2) (x 3)
    have hb : swap 2 3 ∈ symmetryGroup g := fun x => h2 (x 0) (x 1) (x 3) (x 2)
    have hc : swap 0 2 * swap 1 3 ∈ symmetryGroup g :=
      fun x => h3 (x 2) (x 3) (x 0) (x 1)
    obtain ⟨i, j, k, rfl⟩ := eightfoldGroup_generated σ hσ
    exact mul_mem (mul_mem (pow_mem ha _) (pow_mem hb _)) (pow_mem hc _)
  · intro h
    have ha : swap 0 1 ∈ eightfoldGroup := by
      change swap 0 1 * pairSwap = pairSwap * swap 0 1
      decide +kernel
    have hb : swap 2 3 ∈ eightfoldGroup := by
      change swap 2 3 * pairSwap = pairSwap * swap 2 3
      decide +kernel
    have hc : swap 0 2 * swap 1 3 ∈ eightfoldGroup := by
      change swap 0 2 * swap 1 3 * pairSwap = pairSwap * (swap 0 2 * swap 1 3)
      decide +kernel
    exact ⟨fun p q r s => h ha ![q, p, r, s], fun p q r s => h hb ![p, q, s, r],
      fun p q r s => h hc ![r, s, p, q]⟩

/-- No group of index permutations lies strictly between the eightfold group and the
group of all permutations. -/
theorem eq_eightfoldGroup_or_top (H : Subgroup (Perm (Fin 4)))
    (h : eightfoldGroup ≤ H) : H = eightfoldGroup ∨ H = ⊤ := by
  have h8 := card_eightfoldGroup
  have h24 : Nat.card (Perm (Fin 4)) = 24 := by
    rw [Nat.card_eq_fintype_card]
    decide +kernel
  -- Lagrange: the order of H is a multiple of 8 and a divisor of 24
  have h1 : Nat.card eightfoldGroup ∣ Nat.card H := Subgroup.card_dvd_of_le h
  have h2 : Nat.card H ∣ Nat.card (Perm (Fin 4)) := Subgroup.card_subgroup_dvd_card H
  rw [h8] at h1
  rw [h24] at h2
  obtain ⟨k, hk⟩ := h1
  rw [hk] at h2
  have h3 : k ∣ 3 :=
    Nat.dvd_of_mul_dvd_mul_left (by norm_num : 0 < 8) (h2 : 8 * k ∣ 8 * 3)
  rcases (Nat.dvd_prime Nat.prime_three).1 h3 with hk1 | hk3
  · left
    exact (Subgroup.eq_of_le_of_card_ge h (by omega)).symm
  · right
    exact Subgroup.eq_top_of_card_eq H (by omega)

/-- The symmetry group of an array with eightfold symmetry is either exactly the
eightfold group or the group of all permutations of the index positions. -/
theorem symmetryGroup_dichotomy {g : ι → ι → ι → ι → ℝ} (hg : IsEightfold g) :
    symmetryGroup g = eightfoldGroup ∨ symmetryGroup g = ⊤ :=
  eq_eightfoldGroup_or_top _ ((isEightfold_iff g).1 hg)

/-- Maximality of eightfold symmetry: an array with eightfold symmetry that is invariant
under one further permutation of its index positions is invariant under all of them. -/
theorem eightfold_maximal {g : ι → ι → ι → ι → ℝ} (hg : IsEightfold g)
    {τ : Perm (Fin 4)} (hτ : τ ∉ eightfoldGroup) (hinv : τ ∈ symmetryGroup g)
    (σ : Perm (Fin 4)) (x : Fin 4 → ι) :
    g (x (σ 0)) (x (σ 1)) (x (σ 2)) (x (σ 3)) = g (x 0) (x 1) (x 2) (x 3) := by
  rcases symmetryGroup_dichotomy hg with h | h
  · exact absurd (h ▸ hinv) hτ
  · have hσ : σ ∈ symmetryGroup g := by
      rw [h]
      exact Subgroup.mem_top σ
    exact hσ x

/-- The product array (p+1)(q+1)(r+1)(s+1) on two orbitals, numbered 0 and 1. -/
def productArray (p q r s : Fin 2) : ℝ :=
  ((p.val : ℝ) + 1) * ((q.val : ℝ) + 1) * ((r.val : ℝ) + 1) * ((s.val : ℝ) + 1)

/-- The product array has eightfold symmetry and is invariant under exchange of its two
middle indices, a permutation outside the eightfold group. -/
theorem eightfold_maximal_witness :
    IsEightfold productArray ∧ swap 1 2 ∉ eightfoldGroup ∧
      swap 1 2 ∈ symmetryGroup productArray := by
  refine ⟨⟨?_, ?_, ?_⟩, ?_, ?_⟩
  · intro p q r s
    unfold productArray
    ring
  · intro p q r s
    unfold productArray
    ring
  · intro p q r s
    unfold productArray
    ring
  · change ¬ (swap 1 2 * pairSwap = pairSwap * swap 1 2)
    decide +kernel
  · intro x
    change productArray (x 0) (x 2) (x 1) (x 3) = productArray (x 0) (x 1) (x 2) (x 3)
    unfold productArray
    ring

/-- The array δ_pq δ_rs, equal to one if p = q and r = s, and zero otherwise. -/
def deltaArray [DecidableEq ι] (p q r s : ι) : ℝ := if p = q ∧ r = s then 1 else 0

/-- With at least two orbitals, the symmetry group of the array δ_pq δ_rs is exactly
the eightfold group. -/
theorem symmetryGroup_deltaArray [DecidableEq ι] {a b : ι} (hab : a ≠ b) :
    symmetryGroup (deltaArray (ι := ι)) = eightfoldGroup := by
  have hg : IsEightfold (deltaArray (ι := ι)) :=
    ⟨fun _ _ _ _ => if_congr (and_congr eq_comm Iff.rfl) rfl rfl,
      fun _ _ _ _ => if_congr (and_congr Iff.rfl eq_comm) rfl rfl,
      fun _ _ _ _ => if_congr and_comm rfl rfl⟩
  refine (symmetryGroup_dichotomy hg).resolve_right fun htop => ?_
  have h : swap 1 2 ∈ symmetryGroup (deltaArray (ι := ι)) := by
    rw [htop]
    exact Subgroup.mem_top _
  -- exchanging the middle indices would equate the entries (ab,ab) and (aa,bb)
  have h' : deltaArray a b a b = deltaArray a a b b := h ![a, a, b, b]
  simp [deltaArray, hab] at h'

end

end EightfoldMaximality
```

```lean
#print axioms EightfoldMaximality.eightfold_maximal
-- 'EightfoldMaximality.eightfold_maximal' depends on axioms: [propext, Classical.choice, Quot.sound]
#print axioms EightfoldMaximality.symmetryGroup_deltaArray
-- 'EightfoldMaximality.symmetryGroup_deltaArray' depends on axioms: [propext, Classical.choice, Quot.sound]
```

## How the Lean proof follows the argument

**The two groups.** The definition of `eightfoldGroup` includes the proof that permutations commuting with `pairSwap` are closed under products and inverses. The definition of `symmetryGroup` does the same for invariance. Its product step applies the condition for `τ` to `x ∘ σ` and then the condition for `σ` to `x`, and its inverse step substitutes `x ∘ ⇑σ⁻¹`, as in the derivation above.

**The finite facts.** `card_eightfoldGroup` states that the group has eight elements, and `eightfoldGroup_generated` states that each is a product of the basic exchanges with exponents 0 or 1. The derivation above obtained both from the action on pairs. Lean instead uses `decide +kernel`, which evaluates the finite statement over all 24 permutations in the kernel.

**Relations and group invariance.** `isEightfold_iff` proves that `IsEightfold g` is equivalent to `eightfoldGroup ≤ symmetryGroup g`. From left to right, `ha`, `hb` and `hc` turn the three relations into membership of the three basic exchanges in the symmetry group. An arbitrary element is then replaced by its product form, and `mul_mem` and `pow_mem` show that it is a symmetry too. From right to left, the basic exchanges are checked to lie in the eightfold group, and their invariance is evaluated on explicit index lists. For instance, the list `![q, p, r, s]` gives \(g(p,q,r,s)=g(q,p,r,s)\).

**No intermediate group.** `eq_eightfoldGroup_or_top` contains the Lagrange argument. `Subgroup.card_dvd_of_le` gives that 8 divides the order of `H`, and `Subgroup.card_subgroup_dvd_card` gives that this order divides 24. Writing the order as `8 * k` and cancelling the 8 leaves `k ∣ 3`. Because 3 is prime, `k` is 1 or 3. If it is 1, `H` contains the eightfold group and has the same finite order, so the two are equal. If it is 3, `H` has the order of the full group and is therefore `⊤`, Lean's notation for the group of all permutations.

**The dichotomy and the main theorem.** `symmetryGroup_dichotomy` applies this result to `symmetryGroup g`, with the required inclusion supplied by `isEightfold_iff`. The proof of `eightfold_maximal` then splits into the two cases. If the symmetry group were the eightfold group, `τ` would belong to it, against the hypothesis `hτ`. In the remaining case every `σ` is a symmetry, and its membership in the group is the desired equation.

**The two examples.** `eightfold_maximal_witness` verifies the hypotheses for `productArray`. The invariances follow by `ring`, since they only reorder the factors of a product, and a finite check shows that `swap 1 2` doesn't respect the pairing. `symmetryGroup_deltaArray` first establishes eightfold symmetry for \(\delta_{pq}\delta_{rs}\) and then uses the dichotomy, so that only full symmetry has to be excluded. Evaluating the middle exchange on `![a, a, b, b]` equates the entries 0 and 1, and `simp` closes the contradiction with the help of `hab`, the assumption that the two orbitals differ.
